# Berry curvatures of a finite nondegenerate spectrum add to zero and are bounded by the quantum metric

A first-order perturbed state can enter a proof as the familiar quotient of matrix element and energy difference, or as a solution of the first-order Rayleigh-Schrödinger equation. Here it is a solution of the equation, and the quotient is then a theorem. The unperturbed Hamiltonian $H_0$ is a finite diagonal matrix with real energies $E_n$, which every theorem below takes to be distinct, so its eigenstates are the basis vectors $e_n$ up to phase. Two Hermitian matrices $V$ and $W$ perturb it, as in $H_0+\lambda V+\mu W$ with real parameters $\lambda,\mu$, and everything is evaluated at $\lambda=\mu=0$. No derivative appears in the code: the first-order equation stands in for differentiating the eigenstate.

## Levels, first-order vectors and curvature

In Lean 4 with Mathlib:

```lean
import Mathlib

open Matrix

namespace SumOverStatesCurvature

variable {ι : Type*} [Fintype ι] [DecidableEq ι]
```

The type `ι` is the finite set of level labels. A `Matrix ι ι ℂ` is a complex matrix whose rows and columns carry these labels.

```lean
/-- Row `n` of `u` is the first-order correction to level `n` of the diagonal Hamiltonian with
energies `E` under the perturbation `V`, chosen orthogonal to the unperturbed state. -/
def IsFirstOrder (E : ι → ℝ) (V u : Matrix ι ι ℂ) : Prop :=
  ∀ n, diagonal (fun m => (E m : ℂ)) *ᵥ u n + V *ᵥ (Pi.single n (1 : ℂ) : ι → ℂ)
      = (E n : ℂ) • u n + V n n • (Pi.single n (1 : ℂ) : ι → ℂ) ∧ u n n = 0
```

This defines a property of three objects: energies `E`, a perturbation `V` and a matrix `u`. Row $n$ of `u`, written `u n`, is the first-order vector $u_n$, and `u n m` is its component along $e_m$, written $u_{nm}$ below. The vector $e_n$ is `Pi.single n 1`, and `*ᵥ` applies a matrix to a vector. For every $n$ the property demands

$$H_0u_n+Ve_n=E_nu_n+V_{nn}e_n,\qquad u_{nn}=0 .$$

The first condition collects the terms linear in $\lambda$ in the eigenvalue equation, with $V_{nn}$ as the first-order energy. The second fixes the part of $u_n$ along $e_n$, which the equation leaves free; it makes the correction orthogonal to the unperturbed state.

```lean
/-- The curvature of level `n`: twice the imaginary part of the overlap of its two first-order
vectors. -/
def curvature (u w : Matrix ι ι ℂ) (n : ι) : ℝ := 2 * (star (u n) ⬝ᵥ w n).im
```

In ordinary notation, $F_n=2\,\mathrm{Im}\langle u_n,w_n\rangle$, where $w_n$ is the first-order vector for $W$. The symbol `⬝ᵥ` is the plain dot product without conjugation, so `star` supplies the complex conjugate in the first slot. This is the Berry curvature of level $n$ in the two parameters, up to a sign on which conventions differ.

```lean
/-- The geometric tensor of a set `S` of occupied levels: overlaps of first-order vectors,
restricted to transitions from occupied to empty levels. -/
def geometricTensor (S : Finset ι) (u w : Matrix ι ι ℂ) : ℂ :=
  ∑ n ∈ S, ∑ m ∈ Sᶜ, star (u n m) * w n m
```

Let $S$ be a set of levels, called occupied, and let `Sᶜ` be its complement, the empty levels. The definition reads

$$Q_S(u,w)=\sum_{n\in S}\sum_{m\notin S}\overline{u_{nm}}\,w_{nm}.$$

Any set of levels may serve as $S$; it need not contain the lowest ones. The real part of $Q_S$ is the quantum metric of the occupied levels.

## From the equation to the coefficients

```lean
variable {E : ι → ℝ} {V W u w : Matrix ι ι ℂ}

/-- The component of the first-order vector of level `n` along another level `m` is the matrix
element of the perturbation divided by the energy difference. -/
theorem firstOrder_coefficient (hE : Function.Injective E) (hu : IsFirstOrder E V u)
    {m n : ι} (hmn : m ≠ n) : u n m = V m n / ((E n : ℂ) - E m) := by
  have hd : (E n : ℂ) - E m ≠ 0 :=
    sub_ne_zero.mpr fun h => hmn (hE (Complex.ofReal_injective h)).symm
  -- project the first-order equation on level m
  have h := congrFun (hu n).1 m
  simp only [Pi.add_apply, Pi.smul_apply, smul_eq_mul, Matrix.mulVec_diagonal,
    Matrix.mulVec_single_one, Matrix.col_apply, Pi.single_eq_of_ne hmn, mul_zero,
    add_zero] at h
  rw [eq_div_iff hd]
  linear_combination (-1 : ℂ) * h
```

Before the final colon, the names that begin with `h` are hypotheses. `hE` says that $E$ is injective, meaning that no two levels share an energy, and `hu` says that `u` solves the first-order equation for `V`. The conclusion, for $m\neq n$, is

$$u_{nm}=\frac{V_{mn}}{E_n-E_m}.$$

By hand, take component $m$ of the first-order equation. The term $V_{nn}e_n$ has no such component, which leaves $E_mu_{nm}+V_{mn}=E_nu_{nm}$. Collect $u_{nm}$ and divide by $E_n-E_m$, which is nonzero because the levels are distinct.

The proof does the same. `hd` records the nonzero denominator, `congrFun` takes component $m$, and `simp only` evaluates the matrix products. After `eq_div_iff` has cleared the fraction, `linear_combination` recognises the goal as the projected equation times $-1$.

```lean
/-- For a Hermitian perturbation the first-order coefficients form an anti-Hermitian matrix. -/
theorem firstOrder_antiHermitian (hE : Function.Injective E) (hV : V.IsHermitian)
    (hu : IsFirstOrder E V u) (m n : ι) : u m n = -star (u n m) := by
  rcases eq_or_ne m n with rfl | h
  · simp [(hu m).2]
  · rw [firstOrder_coefficient hE hu h.symm, firstOrder_coefficient hE hu h, ← hV.apply n m]
    simp only [Complex.star_def, map_div₀, map_sub, Complex.conj_ofReal]
    rw [← div_neg, neg_sub]
```

The statement is $u_{mn}=-\overline{u_{nm}}$. For $m\neq n$, Hermiticity gives $V_{nm}=\overline{V_{mn}}$, and the energies are real, so

$$u_{mn}=\frac{V_{nm}}{E_m-E_n}=-\frac{\overline{V_{mn}}}{E_n-E_m}=-\overline{u_{nm}} .$$

For $m=n$ both sides vanish by the orthogonality condition. The command `rcases` splits the proof into these two cases.

## Transitions inside the occupied set cancel

```lean
/-- The summed curvature of the occupied levels is twice the imaginary part of their geometric
tensor, so that only transitions from occupied to empty levels contribute. -/
theorem sum_curvature_occupied (hE : Function.Injective E) (hV : V.IsHermitian)
    (hW : W.IsHermitian) (hu : IsFirstOrder E V u) (hw : IsFirstOrder E W w) (S : Finset ι) :
    ∑ n ∈ S, curvature u w n = 2 * (geometricTensor S u w).im := by
  -- exchanging the two levels reverses the sign of a transition's contribution
  have anti : ∀ n m, (star (u m n) * w m n).im = -(star (u n m) * w n m).im := by
    intro n m
    rw [firstOrder_antiHermitian hE hV hu m n, firstOrder_antiHermitian hE hW hw m n]
    simp only [Complex.star_def, map_neg, Complex.mul_im, Complex.neg_re, Complex.neg_im,
      Complex.conj_re, Complex.conj_im]
    ring
  -- hence transitions inside S cancel in pairs
  have inside : ∑ n ∈ S, ∑ m ∈ S, (star (u n m) * w n m).im
      = -∑ n ∈ S, ∑ m ∈ S, (star (u n m) * w n m).im := by
    calc ∑ n ∈ S, ∑ m ∈ S, (star (u n m) * w n m).im
        = ∑ n ∈ S, ∑ m ∈ S, (star (u m n) * w m n).im := Finset.sum_comm
      _ = ∑ n ∈ S, ∑ m ∈ S, -(star (u n m) * w n m).im :=
          Finset.sum_congr rfl fun n _ => Finset.sum_congr rfl fun m _ => anti n m
      _ = _ := by simp only [Finset.sum_neg_distrib]
  have split : ∀ n, (star (u n) ⬝ᵥ w n).im = ∑ m ∈ S, (star (u n m) * w n m).im
      + ∑ m ∈ Sᶜ, (star (u n m) * w n m).im := by
    intro n
    rw [Finset.sum_add_sum_compl]
    simp only [dotProduct, Pi.star_apply, Complex.im_sum]
  simp only [curvature, geometricTensor, split, ← Finset.mul_sum, Finset.sum_add_distrib,
    Complex.im_sum]
  linarith
```

The theorem says

$$\sum_{n\in S}F_n=2\,\mathrm{Im}\,Q_S(u,w).$$

Write $t_{nm}=\mathrm{Im}(\overline{u_{nm}}\,w_{nm})$ for the contribution of one transition, so that $F_n=2\sum_m t_{nm}$. The previous theorem, applied to both `u` and `w`, gives

$$t_{mn}=\mathrm{Im}(u_{nm}\,\overline{w_{nm}})=-t_{nm}.$$

Now split the sum over $m$ into occupied and empty levels:

$$\sum_{n\in S}F_n=2\sum_{n\in S}\sum_{m\in S}t_{nm}+2\sum_{n\in S}\sum_{m\notin S}t_{nm}.$$

Exchanging the names $n$ and $m$ turns the first double sum into its own negative, so it is zero. The second term is $2\,\mathrm{Im}\,Q_S$.

Each `have` in the proof is an intermediate claim. `anti` is the antisymmetry of $t_{nm}$, `inside` says that the inner double sum equals its negative, and `split` separates occupied from empty levels. `linarith` draws the conclusion by linear arithmetic.

```lean
/-- The curvatures of all levels add to zero. -/
theorem sum_curvature_eq_zero (hE : Function.Injective E) (hV : V.IsHermitian)
    (hW : W.IsHermitian) (hu : IsFirstOrder E V u) (hw : IsFirstOrder E W w) :
    ∑ n, curvature u w n = 0 := by
  rw [sum_curvature_occupied hE hV hW hu hw]
  simp [geometricTensor]
```

Take every level as occupied. No empty levels remain, the tensor is an empty sum, and therefore $\sum_nF_n=0$. In the proof, `rw` applies the previous theorem and `simp` evaluates the empty sum.

```lean
/-- The sum-over-states formula for the geometric tensor of the occupied levels. -/
theorem geometricTensor_sum_over_states (hE : Function.Injective E) (hV : V.IsHermitian)
    (hu : IsFirstOrder E V u) (hw : IsFirstOrder E W w) (S : Finset ι) :
    geometricTensor S u w
      = ∑ n ∈ S, ∑ m ∈ Sᶜ, V n m * W m n / ((E n : ℂ) - E m) ^ 2 := by
  refine Finset.sum_congr rfl fun n hn => Finset.sum_congr rfl fun m hm => ?_
  have hmn : m ≠ n := by
    rintro rfl
    exact Finset.mem_compl.mp hm hn
  rw [firstOrder_coefficient hE hu hmn, firstOrder_coefficient hE hw hmn, ← hV.apply n m]
  simp only [Complex.star_def, map_div₀, map_sub, Complex.conj_ofReal]
  rw [div_mul_div_comm, ← sq]
```

Inserting the coefficients gives the sum-over-states formula

$$Q_S(u,w)=\sum_{n\in S}\sum_{m\notin S}\frac{V_{nm}W_{mn}}{(E_n-E_m)^2}.$$

For one pair, $\overline{u_{nm}}\,w_{nm}=\overline{V_{mn}}\,W_{mn}/(E_n-E_m)^2$, and Hermiticity turns $\overline{V_{mn}}$ into $V_{nm}$. Only `V` has to be Hermitian for this step. The proof compares the two sums term by term with `Finset.sum_congr`, after noting that an occupied and an empty level are never the same.

The formula applies to non-interacting electrons whose Bloch Hamiltonian is a finite matrix in an orthonormal basis independent of k, as in a simple tight-binding model, at a k-point where the bands are nondegenerate. There $V$ and $W$ hold the matrix elements, between the eigenstates at that point, of the derivatives of this Hamiltonian along two directions of k. Twice the imaginary part of $Q_S$ is then the Berry curvature summed over the occupied bands, up to the sign convention. Integration over the Brillouin zone, and with it the Chern number, is not treated. The denominators join only occupied to empty levels, yet the hypothesis `hE` also excludes degeneracies within either group.

## Two bounds on the occupied curvature

```lean
/-- The squared total curvature of the occupied levels is at most four times the determinant of
their metric, the real part of the geometric tensor. -/
theorem sq_curvature_le_det_metric (hE : Function.Injective E) (hV : V.IsHermitian)
    (hW : W.IsHermitian) (hu : IsFirstOrder E V u) (hw : IsFirstOrder E W w) (S : Finset ι) :
    (∑ n ∈ S, curvature u w n) ^ 2 ≤ 4 * ((geometricTensor S u u).re
      * (geometricTensor S w w).re - (geometricTensor S u w).re ^ 2) := by
  have hself : ∀ a : Matrix ι ι ℂ, (geometricTensor S a a).re
      = ∑ x ∈ S ×ˢ Sᶜ, ‖a x.1 x.2‖ ^ 2 := by
    intro a
    simp only [geometricTensor, Complex.re_sum, Finset.sum_product]
    refine Finset.sum_congr rfl fun n _ => Finset.sum_congr rfl fun m _ => ?_
    rw [Complex.sq_norm, Complex.normSq_apply]
    simp only [Complex.star_def, Complex.mul_re, Complex.conj_re, Complex.conj_im]
    ring
  have hnorm : ‖geometricTensor S u w‖ ≤ ∑ x ∈ S ×ˢ Sᶜ, ‖u x.1 x.2‖ * ‖w x.1 x.2‖ := by
    rw [geometricTensor, Finset.sum_product]
    refine (norm_sum_le _ _).trans (Finset.sum_le_sum fun n _ =>
      (norm_sum_le _ _).trans (le_of_eq ?_))
    simp only [norm_mul, norm_star]
  -- Cauchy-Schwarz over all occupied-empty pairs
  have hcs : (∑ x ∈ S ×ˢ Sᶜ, ‖u x.1 x.2‖ * ‖w x.1 x.2‖) ^ 2
      ≤ (∑ x ∈ S ×ˢ Sᶜ, ‖u x.1 x.2‖ ^ 2) * ∑ x ∈ S ×ˢ Sᶜ, ‖w x.1 x.2‖ ^ 2 :=
    Finset.sum_mul_sq_le_sq_mul_sq _ _ _
  have hsq := pow_le_pow_left₀ (norm_nonneg _) hnorm 2
  rw [Complex.sq_norm, Complex.normSq_apply] at hsq
  rw [sum_curvature_occupied hE hV hW hu hw, hself u, hself w]
  nlinarith [hsq, hcs]
```

Write $g_{uu}=\mathrm{Re}\,Q_S(u,u)$, $g_{ww}=\mathrm{Re}\,Q_S(w,w)$ and $g_{uw}=\mathrm{Re}\,Q_S(u,w)$. The theorem is

$$\Big(\sum_{n\in S}F_n\Big)^2\le 4\,(g_{uu}g_{ww}-g_{uw}^2).$$

The triangle inequality followed by Cauchy-Schwarz over all occupied-empty pairs gives

$$|Q_S(u,w)|^2\le\Big(\sum_{n\in S}\sum_{m\notin S}|u_{nm}||w_{nm}|\Big)^2\le g_{uu}g_{ww},$$

because $g_{uu}=\sum_{n\in S}\sum_{m\notin S}|u_{nm}|^2$, and likewise for $g_{ww}$. The left side is $g_{uw}^2+(\mathrm{Im}\,Q_S(u,w))^2$. Subtract $g_{uw}^2$, multiply by four and use $\sum_{n\in S}F_n=2\,\mathrm{Im}\,Q_S(u,w)$.

In the code, `hself` writes the diagonal metric entries as sums of squares, `hnorm` is the triangle inequality and `hcs` is Cauchy-Schwarz. The product `S ×ˢ Sᶜ` is the set of occupied-empty pairs, and `nlinarith` combines the inequalities.

For a single occupied level, $S=\{n\}$, the condition $u_{nn}=0$ makes $Q_S(u,w)$ equal to $\langle u_n,w_n\rangle$, and the bound becomes

$$F_n^2\le4\big(\|u_n\|^2\|w_n\|^2-(\mathrm{Re}\langle u_n,w_n\rangle)^2\big).$$

```lean
/-- For distinct energies and Hermitian perturbations, if occupied and empty levels are at least `Δ
> 0` apart, the absolute value of the total occupied curvature is at most `2 / Δ ^ 2` times the sum
of `‖V n m‖ * ‖W m n‖` over occupied `n` and empty `m`. -/
theorem abs_curvature_le_gap (hE : Function.Injective E) (hV : V.IsHermitian)
    (hW : W.IsHermitian) (hu : IsFirstOrder E V u) (hw : IsFirstOrder E W w) (S : Finset ι)
    {Δ : ℝ} (hΔ : 0 < Δ) (hgap : ∀ n ∈ S, ∀ m ∉ S, Δ ≤ |E n - E m|) :
    |∑ n ∈ S, curvature u w n|
      ≤ 2 * ((∑ n ∈ S, ∑ m ∈ Sᶜ, ‖V n m‖ * ‖W m n‖) / Δ ^ 2) := by
  have h : ‖geometricTensor S u w‖
      ≤ (∑ n ∈ S, ∑ m ∈ Sᶜ, ‖V n m‖ * ‖W m n‖) / Δ ^ 2 := by
    rw [geometricTensor_sum_over_states hE hV hu hw, Finset.sum_div]
    refine (norm_sum_le _ _).trans (Finset.sum_le_sum fun n hn => ?_)
    rw [Finset.sum_div]
    refine (norm_sum_le _ _).trans (Finset.sum_le_sum fun m hm => ?_)
    rw [norm_div, norm_mul, norm_pow, ← Complex.ofReal_sub, Complex.norm_real,
      Real.norm_eq_abs]
    have hnm := hgap n hn m (Finset.mem_compl.mp hm)
    gcongr
  rw [sum_curvature_occupied hE hV hW hu hw, abs_mul, abs_two]
  exact mul_le_mul_of_nonneg_left ((Complex.abs_im_le_norm _).trans h) (by norm_num)
```

Here $\Delta>0$ is a lower bound on the energy difference between any occupied and any empty level, as in a system with a gap; `hgap` assumes this bound. The conclusion is

$$\Big|\sum_{n\in S}F_n\Big|\le\frac{2}{\Delta^2}\sum_{n\in S}\sum_{m\notin S}|V_{nm}||W_{mn}|.$$

By hand, take absolute values term by term in the sum-over-states formula and replace each $(E_n-E_m)^2$ by the smaller or equal number $\Delta^2$. This bounds $|Q_S|$, and $|\mathrm{Im}\,Q_S|\le|Q_S|$ finishes the argument. The two uses of `norm_sum_le` are the triangle inequality for the two sums, and `gcongr` carries out the comparison of denominators.

## A two-level system with curvature 2

```lean
/-- A two-level system with energies 0 and 1, perturbed by the Pauli matrices x and y, has the
displayed first-order vectors, and its lower level has curvature 2. -/
theorem twoLevel_witness :
    Function.Injective (![0, 1] : Fin 2 → ℝ) ∧
    (!![0, 1; 1, 0] : Matrix (Fin 2) (Fin 2) ℂ).IsHermitian ∧
    (!![0, -Complex.I; Complex.I, 0] : Matrix (Fin 2) (Fin 2) ℂ).IsHermitian ∧
    IsFirstOrder ![0, 1] !![0, 1; 1, 0] !![0, -1; 1, 0] ∧
    IsFirstOrder ![0, 1] !![0, -Complex.I; Complex.I, 0]
      !![0, -Complex.I; -Complex.I, 0] ∧
    curvature !![0, -1; 1, 0] !![0, -Complex.I; -Complex.I, 0] (0 : Fin 2) = 2 := by
  refine ⟨?_, ?_, ?_, ?_, ?_, ?_⟩
  · intro i j h
    fin_cases i <;> fin_cases j <;> simp_all
  · exact Matrix.IsHermitian.ext fun i j => by fin_cases i <;> fin_cases j <;> simp
  · exact Matrix.IsHermitian.ext fun i j => by fin_cases i <;> fin_cases j <;> simp
  · intro n
    constructor
    · funext m
      fin_cases n <;> fin_cases m <;> simp
    · fin_cases n <;> simp
  · intro n
    constructor
    · funext m
      fin_cases n <;> fin_cases m <;> simp
    · fin_cases n <;> simp
  · simp [curvature, dotProduct, Fin.sum_univ_two]

end SumOverStatesCurvature
```

The type `Fin 2` has the labels 0 and 1, and `!![a, b; c, d]` lists a matrix row by row. The energies are $E_0=0$ and $E_1=1$, and the perturbations are $V=\sigma_x$ and $W=\sigma_y$. The quotient formula gives

$$u_{01}=\frac{V_{10}}{E_0-E_1}=-1,\qquad w_{01}=\frac{W_{10}}{E_0-E_1}=-i,$$

and therefore $F_0=2\,\mathrm{Im}\big((-1)(-i)\big)=2\,\mathrm{Im}(i)=2$.

The theorem joins six statements with `∧`: the energies are distinct, both perturbations are Hermitian, both displayed matrices solve their first-order equations, and the lower level has curvature 2. The assumptions on levels and perturbations are thus met by a concrete system whose curvature is not zero. In the proof, `fin_cases` runs through the labels and `simp` computes each entry.

```lean
#print axioms SumOverStatesCurvature.sum_curvature_eq_zero
-- 'SumOverStatesCurvature.sum_curvature_eq_zero' depends on axioms: [propext, Classical.choice, Quot.sound]
#print axioms SumOverStatesCurvature.sq_curvature_le_det_metric
-- 'SumOverStatesCurvature.sq_curvature_le_det_metric' depends on axioms: [propext, Classical.choice, Quot.sound]
#print axioms SumOverStatesCurvature.abs_curvature_le_gap
-- 'SumOverStatesCurvature.abs_curvature_le_gap' depends on axioms: [propext, Classical.choice, Quot.sound]
```
